# The Hartree coupling of two s to p transitions along one axis reduces to a radial integral with kernel $r_</(3r_>^2)$

If the angles are left in the Hartree coupling between two s to p excitations of an atom, it stays a six-dimensional integral, and a quadrature grid that includes the forward direction divides by zero as soon as the two radii agree. The usual remedy is to do the angles by hand. For two points at radii $a$ and $b$ whose directions enclose an angle with cosine $x$, I was taught that

$$\int_{-1}^{1}\frac{x\,dx}{\sqrt{a^2+b^2-2abx}}=\frac{2}{3}\,\frac{r_<}{r_>^2},$$

where $r_<$ and $r_>$ are the smaller and the larger of the two radii, and that this leaves only a radial double integral with the kernel $r_</r_>^2$. I would like to see this made rigorous and machine-checked, with the prefactors right and with $a=b$ included, because the radial integral runs straight across that line. Can it be done?

## From the angle integral to the radial kernel

Yes. The formula holds for all positive radii, equal ones included, and it carries through to the matrix element. Here is the calculation by hand, in atomic units, where the Coulomb interaction is one over the distance.

**The distance.** Write $R(x)=\sqrt{a^2+b^2-2abx}$ with $a,b>0$. Since

$$R^2=(a-b)^2+2ab(1-x),$$

$R$ is positive for $x<1$, and there

$$\frac{dR}{dx}=-\frac{ab}{R}.$$

At $x=1$ the distance is $|a-b|$, which vanishes for equal radii. The singularity is harmless: $ab/R$ is the nonnegative derivative of the continuous function $-R$, so its integral over $[-1,1]$ is the finite number $R(-1)-R(1)$. Multiplication by the bounded factor $x/(ab)$ keeps the integrand $x/R$ integrable.

**The dipole integral.** Because $x/R=-(x/ab)\,dR/dx$, integration by parts leaves an integral of $R$ itself. That one follows from $d(R^3)/dx=-3abR$. An antiderivative of $x/R$ is therefore

$$F(x)=-\frac{xR}{ab}-\frac{R^3}{3(ab)^2}.$$

For $a\le b$ the end values are $R(1)=b-a$ and $R(-1)=a+b$, so

$$F(1)-F(-1)=-\frac{(b-a)+(a+b)}{ab}+\frac{(a+b)^3-(b-a)^3}{3a^2b^2}.$$

The first term is $-2/a$. The difference of cubes is $6ab^2+2a^3$, so the second term is $2/a+2a/(3b^2)$. The sum is $2a/(3b^2)$. For $b\le a$ the roles are exchanged, because $R$ is symmetric in the radii.

**The potential of a shell.** Place a charge density $\cos\theta$ per unit solid angle at radius $a$, and ask for its potential at radius $b$ in a direction with polar cosine $c$. Describe each source direction by the cosine $x$ of its angle to the field direction and by an azimuth $\varphi$ around it. The spherical law of cosines gives the polar cosine of the source as

$$cx+\sqrt{1-c^2}\,\sqrt{1-x^2}\,\cos\varphi.$$

The distance doesn't depend on $\varphi$, and $\cos\varphi$ integrates to zero over a full turn, so only $2\pi cx$ survives. The potential is

$$V(a,b,c)=2\pi c\int_{-1}^1\frac{x}{R}\,dx=\frac{4\pi}{3}\,\frac{r_<}{r_>^2}\,c.$$

**The angular factor.** Let both transitions go to the p orbital with $m=0$ along the same axis. The angular part of each transition density is then $Y_{00}Y_{10}=\sqrt3\cos\theta/(4\pi)$. Both densities carry this prefactor, and the azimuth of the field point contributes $2\pi$:

$$2\pi\cdot\frac{3}{16\pi^2}\cdot\frac{4\pi}{3}\,\frac{r_<}{r_>^2}\int_{-1}^1c^2\,dc=\frac12\cdot\frac23\,\frac{r_<}{r_>^2}=\frac{1}{3}\,\frac{r_<}{r_>^2}.$$

**The matrix element.** Let $S,P$ be the real radial functions of the first transition and $S',P'$ those of the second. With the volume factors $r^2$ and $s^2$, the coupling is

$$K=\frac13\int_0^\infty\!\!\int_0^\infty r^2S(r)P(r)\,s^2S'(s)P'(s)\,\frac{\min(r,s)}{\max(r,s)^2}\,ds\,dr.$$

## Radii 1 and 2, and two equal radii

Take $a=1$ and $b=2$. Then $ab=2$, $R(1)=1$ and $R(-1)=3$, so $F(1)=-\tfrac12-\tfrac1{12}=-\tfrac7{12}$ and $F(-1)=\tfrac32-\tfrac{27}{12}=-\tfrac9{12}$. The difference is $\tfrac16$, in agreement with $2a/(3b^2)=2/12$. The angular factor of the coupling is $\tfrac13\cdot\tfrac14=\tfrac1{12}$.

For $a=b=1$ we have $R(1)=0$ and $R(-1)=2$. Now $F(1)=0$ and $F(-1)=2-\tfrac83=-\tfrac23$, so the integral is $\tfrac23$, although the integrand is unbounded near $x=1$.

## The calculation in Lean

```lean
import Mathlib

open Real MeasureTheory

namespace SToPHartree

noncomputable section

/-- Distance between two points at radii `a` and `b` whose directions enclose an angle with
cosine `x`. -/
def separation (a b x : ℝ) : ℝ := √(a ^ 2 + b ^ 2 - 2 * a * b * x)

/-- Polar cosine of a source direction that encloses an angle of cosine `x` with the field
direction and has azimuth `φ` around it; `c` is the polar cosine of the field direction. -/
def sourceCos (c x φ : ℝ) : ℝ := c * x + √(1 - c ^ 2) * √(1 - x ^ 2) * cos φ

/-- Coulomb potential, at radius `b` and polar cosine `c`, of a unit-sphere angular density
`cos θ` placed at radius `a`; the radii are positive. -/
def shellPotential (a b c : ℝ) : ℝ :=
  ∫ x in (-1 : ℝ)..1, ∫ φ in (0 : ℝ)..(2 * π), sourceCos c x φ / separation a b x

/-- Coulomb interaction of two angular densities `Y₀₀ Y₁₀ = √3 cos θ / (4π)` at positive radii
`a` and `b`; the factor `2π` is the azimuthal integral of the field point. -/
def angularCoupling (a b : ℝ) : ℝ :=
  ∫ c in (-1 : ℝ)..1, 2 * π * (√3 / (4 * π) * c) * (√3 / (4 * π) * shellPotential a b c)

/-- Hartree matrix element between two s to p (m = 0) transitions with real radial functions `S, P`
and `S', P'`. -/
def hartreeCoupling (S P S' P' : ℝ → ℝ) : ℝ :=
  ∫ r in Set.Ioi (0 : ℝ), ∫ s in Set.Ioi (0 : ℝ),
    (r ^ 2 * S r * P r) * (s ^ 2 * S' s * P' s) * angularCoupling r s

/-- The distance is symmetric under exchange of the two radii. -/
theorem separation_comm (a b : ℝ) : separation a b = separation b a := by
  funext x
  unfold separation
  congr 1
  ring

/-- For positive radii and `x < 1`, the distance changes with the cosine `x` at the rate `-ab`
divided by the distance, and the distance is positive. -/
theorem hasDerivAt_separation {a b x : ℝ} (ha : 0 < a) (hb : 0 < b) (hx : x < 1) :
    0 < separation a b x ∧
      HasDerivAt (separation a b) (-(a * b) / separation a b x) x := by
  have hpos : 0 < a ^ 2 + b ^ 2 - 2 * a * b * x := by
    nlinarith [sq_nonneg (a - b), mul_pos (mul_pos ha hb) (sub_pos.2 hx)]
  refine ⟨Real.sqrt_pos.2 hpos, ?_⟩
  have h : HasDerivAt (fun y : ℝ => a ^ 2 + b ^ 2 - 2 * a * b * y) (-(2 * a * b)) x := by
    simpa using ((hasDerivAt_id x).const_mul (2 * a * b)).const_sub (a ^ 2 + b ^ 2)
  refine (h.sqrt hpos.ne').congr_deriv ?_
  change -(2 * a * b) / (2 * √(a ^ 2 + b ^ 2 - 2 * a * b * x))
    = -(a * b) / √(a ^ 2 + b ^ 2 - 2 * a * b * x)
  rw [show -(2 * a * b) = 2 * (-(a * b)) by ring, mul_div_mul_left _ _ two_ne_zero]

/-- The dipole-weighted Coulomb kernel is integrable over the cosine for all positive radii,
equal radii included. -/
theorem intervalIntegrable_dipole {a b : ℝ} (ha : 0 < a) (hb : 0 < b) :
    IntervalIntegrable (fun x => x / separation a b x) volume (-1) 1 := by
  have hcont : Continuous (separation a b) := by
    unfold separation
    fun_prop
  -- the bare kernel is the nonnegative derivative of a continuous function
  have h : IntervalIntegrable (fun x => a * b / separation a b x) volume (-1) 1 := by
    apply intervalIntegral.intervalIntegrable_deriv_of_nonneg
      (g := fun x => -separation a b x)
    · exact hcont.neg.continuousOn
    · intro x hx
      have hx1 : x < 1 := by
        have h2 := hx.2
        rwa [max_eq_right (by norm_num : (-1 : ℝ) ≤ 1)] at h2
      refine (hasDerivAt_separation ha hb hx1).2.fun_neg.congr_deriv ?_
      ring
    · intro x _
      exact div_nonneg (mul_pos ha hb).le (Real.sqrt_nonneg _)
  have hc : ContinuousOn (fun x : ℝ => x / (a * b)) (Set.uIcc (-1) 1) := by fun_prop
  have he : (fun x => x / separation a b x)
      = fun x => x / (a * b) * (a * b / separation a b x) := by
    funext x
    rw [div_mul_div_comm, mul_comm x (a * b), mul_div_mul_left _ _ (mul_pos ha hb).ne']
  rw [he]
  exact h.continuousOn_mul hc

/-- Dipole projection of the Coulomb kernel for ordered radii `0 < a ≤ b`. -/
theorem dipole_projection_of_le {a b : ℝ} (ha : 0 < a) (hab : a ≤ b) :
    ∫ x in (-1 : ℝ)..1, x / separation a b x = 2 * a / (3 * b ^ 2) := by
  have hb : 0 < b := ha.trans_le hab
  have hcont : Continuous (separation a b) := by
    unfold separation
    fun_prop
  -- antiderivative found by integration by parts
  have key := intervalIntegral.integral_eq_sub_of_hasDerivAt_of_le
    (a := -1) (b := 1) (f' := fun x => x / separation a b x)
    (f := fun x => -(x * separation a b x) / (a * b)
      - separation a b x * separation a b x * separation a b x / (3 * (a * b) ^ 2))
    (by norm_num) (by fun_prop)
    (fun x hx => by
      obtain ⟨hp, hs⟩ := hasDerivAt_separation ha hb hx.2
      refine ((((hasDerivAt_id' x).fun_mul hs).fun_neg.div_const (a * b)).fun_sub
        (((hs.fun_mul hs).fun_mul hs).div_const (3 * (a * b) ^ 2))).congr_deriv ?_
      field_simp
      ring)
    (intervalIntegrable_dipole ha hb)
  have h1 : separation a b 1 = b - a := by
    rw [separation, show a ^ 2 + b ^ 2 - 2 * a * b * 1 = (b - a) ^ 2 by ring,
      Real.sqrt_sq (by linarith)]
  have h2 : separation a b (-1) = a + b := by
    rw [separation, show a ^ 2 + b ^ 2 - 2 * a * b * (-1) = (a + b) ^ 2 by ring,
      Real.sqrt_sq (by linarith)]
  rw [key]
  simp only [h1, h2]
  field_simp
  ring

/-- Dipole projection of the Coulomb kernel for any two positive radii, in terms of the
smaller and the larger one. -/
theorem dipole_projection {a b : ℝ} (ha : 0 < a) (hb : 0 < b) :
    ∫ x in (-1 : ℝ)..1, x / separation a b x = 2 / 3 * (min a b / max a b ^ 2) := by
  rcases le_total a b with h | h
  · rw [min_eq_left h, max_eq_right h, dipole_projection_of_le ha h]
    ring
  · rw [min_eq_right h, max_eq_left h, separation_comm a b, dipole_projection_of_le hb h]
    ring

/-- Integration over the azimuth around the field direction keeps only the part of the source
cosine along that direction. -/
theorem azimuthal_integral (c x d : ℝ) :
    ∫ φ in (0 : ℝ)..(2 * π), sourceCos c x φ / d = 2 * π * c * (x / d) := by
  have h1 : IntervalIntegrable (fun _ : ℝ => c * x) volume 0 (2 * π) :=
    continuous_const.intervalIntegrable _ _
  have h2 : IntervalIntegrable (fun φ : ℝ => √(1 - c ^ 2) * √(1 - x ^ 2) * cos φ)
      volume 0 (2 * π) :=
    (continuous_const.mul Real.continuous_cos).intervalIntegrable _ _
  simp only [sourceCos]
  rw [intervalIntegral.integral_div, intervalIntegral.integral_add h1 h2,
    intervalIntegral.integral_const, intervalIntegral.integral_const_mul, integral_cos,
    Real.sin_two_pi, Real.sin_zero, smul_eq_mul]
  ring

/-- The potential of a `cos θ` shell is again proportional to `cos θ`, with radial factor
`(4π/3) r_< / r_>²`. -/
theorem shellPotential_eq {a b : ℝ} (ha : 0 < a) (hb : 0 < b) (c : ℝ) :
    shellPotential a b c = 4 * π / 3 * (min a b / max a b ^ 2) * c := by
  simp only [shellPotential, azimuthal_integral]
  rw [intervalIntegral.integral_const_mul, dipole_projection ha hb]
  ring

/-- At positive radii, the angular part of the interaction of two s to p (m = 0) transition
densities is `r_< / (3 r_>²)`. -/
theorem angularCoupling_eq {a b : ℝ} (ha : 0 < a) (hb : 0 < b) :
    angularCoupling a b = 1 / 3 * (min a b / max a b ^ 2) := by
  have hnorm : ∀ k c : ℝ, 2 * π * (√3 / (4 * π) * c) * (√3 / (4 * π) * (4 * π / 3 * k * c))
      = k / 2 * c ^ 2 := by
    intro k c
    have h3 : √3 ^ 2 = (3 : ℝ) := Real.sq_sqrt (by norm_num)
    have hπ : π * π⁻¹ = 1 := mul_inv_cancel₀ Real.pi_ne_zero
    calc _ = √3 ^ 2 * (π * π⁻¹) ^ 2 * k * c ^ 2 / 6 := by ring
      _ = k / 2 * c ^ 2 := by
        rw [h3, hπ]
        ring
  have hsq : ∫ c in (-1 : ℝ)..1, c ^ 2 = 2 / 3 := by
    rw [integral_pow]
    norm_num
  simp only [angularCoupling, shellPotential_eq ha hb, hnorm]
  rw [intervalIntegral.integral_const_mul, hsq]
  ring

/-- The Hartree matrix element between two s to p (m = 0) transitions is one third of the radial
double integral of the transition densities with the kernel `r_< / r_>²`. -/
theorem hartreeCoupling_eq_radial (S P S' P' : ℝ → ℝ) :
    hartreeCoupling S P S' P' =
      1 / 3 * ∫ r in Set.Ioi (0 : ℝ), ∫ s in Set.Ioi (0 : ℝ),
        (r ^ 2 * S r * P r) * (s ^ 2 * S' s * P' s) * (min r s / max r s ^ 2) := by
  unfold hartreeCoupling
  -- the angular reduction holds at every pair of positive radii
  rw [← MeasureTheory.integral_const_mul]
  refine setIntegral_congr_fun measurableSet_Ioi (fun r hr => ?_)
  rw [← MeasureTheory.integral_const_mul]
  refine setIntegral_congr_fun measurableSet_Ioi (fun s hs => ?_)
  rw [angularCoupling_eq (Set.mem_Ioi.1 hr) (Set.mem_Ioi.1 hs)]
  ring

end

end SToPHartree
```

```lean
#print axioms SToPHartree.hartreeCoupling_eq_radial
-- 'SToPHartree.hartreeCoupling_eq_radial' depends on axioms: [propext, Classical.choice, Quot.sound]
```

## What the definitions and theorems say

`separation a b x` is $R(x)$, and `sourceCos c x φ` is the polar cosine of the source direction. `shellPotential a b c` is the double integral for $V(a,b,c)$, with the source at radius `a` and the field point at radius `b`. `angularCoupling a b` projects this potential onto the second transition density, with the normalisation of $Y_{00}Y_{10}$ written out. `hartreeCoupling S P S' P'` puts the radial integrals around it; `Set.Ioi 0` is the open half-line of positive radii.

`dipole_projection` states the angle integral for any two positive radii, with `min a b` for $r_<$ and `max a b` for $r_>$. `shellPotential_eq` and `angularCoupling_eq` give the factors $4\pi/3$ and $1/3$ under the same positivity hypotheses. `hartreeCoupling_eq_radial` is the final reduction. It places no condition on the four radial functions: they need not be normalised or solve a radial equation. Lean gives a divergent integral the value zero, so the equation has its physical meaning for functions whose radial integrals converge.

The geometry enters through the definitions. The law of cosines, the use of angles measured from the field direction, and the separation of the six-dimensional integral into radial and angular parts are written into them and are not derived. Both transitions go to the $m=0$ component of the p shell, along the same axis.

In linear-response time-dependent density functional theory, $K$ is the Hartree part of the coupling between two such transitions of a spherical atom, each taken in a single spin channel with the spin conserved. Between spin-adapted singlet excitations of a closed-shell atom the Hartree part is $2K$. The exchange-correlation kernel is left out.

**A version that starts in three-dimensional space.** The coupling could also be defined as an integral over pairs of points in $\mathbb R^3$, with the full orbitals and the Euclidean distance. The change to spherical coordinates, the rotation of the polar axis and the exchange of integrations would then become steps of the proof. The theorem would say more about the original integral, but it would need integrability conditions on the transition densities, which the present statement does without.

## How the proof follows the calculation

`separation_comm` is the exchange symmetry of the distance. `hasDerivAt_separation` proves that $R>0$ for $x<1$ and that its derivative is $-ab/R$. The `nlinarith` call receives the two facts used above, $(a-b)^2\ge0$ and $ab(1-x)>0$.

`intervalIntegrable_dipole` is the argument about the harmless singularity. The Mathlib lemma `intervalIntegrable_deriv_of_nonneg` turns "nonnegative derivative of a continuous function" into integrability of $ab/R$, and the continuous factor $x/(ab)$ is multiplied in afterwards.

`dipole_projection_of_le` applies the fundamental theorem of calculus to $F$, with $R^3$ written as a product of three factors. The version used asks for continuity on the closed interval, for the derivative only in the open interval, and for integrability of $x/R$. The point $x=1$ therefore needs no derivative, and $a=b$ needs no separate treatment. Inside the derivative step, `field_simp` and `ring` confirm that $dF/dx=x/R$. The facts `h1` and `h2` are the end values $b-a$ and $a+b$, and the last two lines of the proof do the algebra that leaves $2a/(3b^2)$. `dipole_projection` then splits into $a\le b$ and $b\le a$ and uses the symmetry in the second case.

`azimuthal_integral` integrates the two terms of the source cosine separately; the transverse one vanishes because $\sin 2\pi=\sin 0=0$. The distance appears there as a constant `d`, since it doesn't depend on the azimuth. `shellPotential_eq` combines this with the dipole integral.

In `angularCoupling_eq`, the fact `hnorm` collects the prefactors into $\tfrac12(r_</r_>^2)c^2$, and `hsq` is $\int_{-1}^1c^2\,dc=\tfrac23$.

Finally, `hartreeCoupling_eq_radial` moves the factor $1/3$ under both radial integrals and compares the integrands with `setIntegral_congr_fun`, first in `r` and then in `s`. Membership in `Set.Ioi 0` supplies the positivity that `angularCoupling_eq` needs, so the replacement is valid at every pair of radii, the line $r=s$ included.
